# For Hermitian H, the anti-Hermitian generators obeying the Brillouin condition close under commutators exactly when the state is an eigenvector

Take H = σ_x and ψ = (1,0), and write [A,B] = AB − BA and ⟨A⟩ = ⟨ψ, Aψ⟩. The generator iσ_x commutes with H, and iσ_z gives

⟨[σ_x, iσ_z]⟩ = 2⟨σ_y⟩ = 0.

Both satisfy the Brillouin condition ⟨[H,K]⟩ = 0. Their commutator does not:

K = [iσ_x, iσ_z] = σ_zσ_x − σ_xσ_z = 2iσ_y,

⟨[σ_x, K]⟩ = −4⟨σ_z⟩ = −4.

The general result concerns a finite Hermitian matrix H, a unit vector ψ and all anti-Hermitian K.

## Anti-Hermitian K: the rotations are unitary

If K† = −K, then exp(tK) is unitary for real t, and the energy of exp(tK)ψ has derivative ⟨[H,K]⟩ at t = 0. The Brillouin condition therefore says that the energy is stationary along K.

In Lean, `expect ψ A` is ⟨A⟩, linear in A, `proj ψ` is P = |ψ⟩⟨ψ|, and `ᴴ` is the adjoint. The type `n` labels a finite basis.

```lean
import Mathlib

open Matrix
open scoped ComplexOrder

namespace BrillouinLieClosure

noncomputable section

variable {n : Type*} [Fintype n] [DecidableEq n]

/-- The expectation value `⟨ψ, A ψ⟩`, as a linear functional of the operator `A`. -/
def expect (ψ : n → ℂ) : Matrix n n ℂ →ₗ[ℂ] ℂ where
  toFun A := star ψ ⬝ᵥ (A *ᵥ ψ)
  map_add' A B := by rw [Matrix.add_mulVec, dotProduct_add]
  map_smul' c A := by rw [Matrix.smul_mulVec, dotProduct_smul]; rfl

/-- The operator `|ψ⟩⟨ψ|`. -/
def proj (ψ : n → ℂ) : Matrix n n ℂ := vecMulVec ψ (star ψ)

/-- The energy variance `⟨H²⟩ - ⟨H⟩²` in the state `ψ`. -/
def energyVariance (H : Matrix n n ℂ) (ψ : n → ℂ) : ℂ :=
  expect ψ (H * H) - expect ψ H ^ 2
```

`brillouinSpace` is a `Submodule` over ℝ, because multiplying K by i would destroy anti-Hermiticity. Its fields prove closure under sums and real multiples, so a Lie algebra requires only closure under commutators in addition.

```lean
/-- The real vector space of anti-Hermitian rotation generators `K` that satisfy the
Brillouin condition `⟨ψ, [H, K] ψ⟩ = 0`. -/
def brillouinSpace (H : Matrix n n ℂ) (ψ : n → ℂ) : Submodule ℝ (Matrix n n ℂ) where
  carrier := {K | Kᴴ = -K ∧ expect ψ (H * K - K * H) = 0}
  zero_mem' := ⟨by simp, by simp⟩
  add_mem' := by
    rintro K L ⟨hK, hK'⟩ ⟨hL, hL'⟩
    refine ⟨by rw [conjTranspose_add, hK, hL]; abel, ?_⟩
    have h : H * (K + L) - (K + L) * H = (H * K - K * H) + (H * L - L * H) := by
      noncomm_ring
    rw [h, map_add, hK', hL', add_zero]
  smul_mem' := by
    rintro c K ⟨hK, hK'⟩
    refine ⟨by rw [conjTranspose_smul, hK, star_trivial, smul_neg], ?_⟩
    have h : H * (c • K) - (c • K) * H = c • (H * K - K * H) := by
      rw [Matrix.mul_smul, Matrix.smul_mul, smul_sub]
    rw [h, LinearMap.map_smul_of_tower, hK', smul_zero]

/-- A generator lies in the Brillouin space exactly when it is anti-Hermitian and
satisfies the Brillouin condition. -/
theorem mem_brillouinSpace {H K : Matrix n n ℂ} {ψ : n → ℂ} :
    K ∈ brillouinSpace H ψ ↔ Kᴴ = -K ∧ expect ψ (H * K - K * H) = 0 := Iff.rfl
```

Without K† = −K the equivalence would survive, but the generators would no longer describe unitary rotations.

## Hermitian H: real energies and an admissible generator iH

Hermiticity makes ⟨H⟩ real, through ⟨A⟩* = ⟨A†⟩, and makes iH anti-Hermitian.

```lean
omit [DecidableEq n] in
/-- The complex conjugate of an expectation value is that of the adjoint operator. -/
theorem star_expect (ψ : n → ℂ) (A : Matrix n n ℂ) :
    star (expect ψ A) = expect ψ Aᴴ := by
  change star (star ψ ⬝ᵥ (A *ᵥ ψ)) = star ψ ⬝ᵥ (Aᴴ *ᵥ ψ)
  rw [Matrix.dotProduct_mulVec (star ψ) Aᴴ ψ, ← Matrix.star_mulVec,
    Matrix.star_dotProduct (A *ᵥ ψ) ψ]
```

The second generator is iP. Since Pv = ⟨ψ,v⟩ψ for every vector v,

⟨APB⟩ = ⟨A⟩⟨B⟩.

```lean
omit [DecidableEq n] in
/-- Inserting `|ψ⟩⟨ψ|` between two operators factorises the expectation value. -/
theorem expect_mul_proj_mul (ψ : n → ℂ) (A B : Matrix n n ℂ) :
    expect ψ (A * proj ψ * B) = expect ψ A * expect ψ B := by
  have hp : ∀ v : n → ℂ, proj ψ *ᵥ v = (star ψ ⬝ᵥ v) • ψ := by
    intro v
    ext i
    simp only [proj, Matrix.mulVec, dotProduct, Matrix.vecMulVec_apply, Pi.smul_apply,
      smul_eq_mul, Finset.sum_mul]
    exact Finset.sum_congr rfl fun j _ => by ring
  change star ψ ⬝ᵥ ((A * proj ψ * B) *ᵥ ψ)
    = (star ψ ⬝ᵥ (A *ᵥ ψ)) * (star ψ ⬝ᵥ (B *ᵥ ψ))
  rw [← Matrix.mulVec_mulVec, ← Matrix.mulVec_mulVec, hp, Matrix.mulVec_smul,
    dotProduct_smul, smul_eq_mul, mul_comm]
```

Hence iP satisfies the condition for every ψ:

⟨[H,iP]⟩ = i(⟨H⟩⟨1⟩ − ⟨1⟩⟨H⟩) = 0.

A sign is readily lost in the next step: i² = −1 gives [iA,iB] = BA − AB. Using AB − BA instead would turn −4 into +4 in the example.

```lean
omit [DecidableEq n] in
/-- The commutator of the generators `iA` and `iB` is `BA - AB`. -/
theorem commutator_I_smul (A B : Matrix n n ℂ) :
    (Complex.I • A) * (Complex.I • B) - (Complex.I • B) * (Complex.I • A)
      = B * A - A * B := by
  simp only [Matrix.smul_mul, Matrix.mul_smul, smul_smul, Complex.I_mul_I, neg_smul,
    one_smul]
  abel
```

`two_brillouin_generators` inserts identity matrices so that the factorisation applies to HP and PH.

```lean
/-- For Hermitian `H`, the generators `iH` and `i|ψ⟩⟨ψ|` both satisfy the Brillouin
condition, whatever the state `ψ`. -/
theorem two_brillouin_generators {H : Matrix n n ℂ} (hH : Hᴴ = H) (ψ : n → ℂ) :
    Complex.I • H ∈ brillouinSpace H ψ ∧ Complex.I • proj ψ ∈ brillouinSpace H ψ := by
  have hP : (proj ψ)ᴴ = proj ψ := by
    ext i j
    simp [proj, Matrix.conjTranspose_apply, Matrix.vecMulVec_apply, mul_comm]
  rw [mem_brillouinSpace, mem_brillouinSpace]
  refine ⟨⟨by rw [conjTranspose_smul, hH]; simp, by simp⟩,
    ⟨by rw [conjTranspose_smul, hP]; simp, ?_⟩⟩
  have h : H * (Complex.I • proj ψ) - (Complex.I • proj ψ) * H
      = Complex.I • (H * proj ψ * 1 - 1 * proj ψ * H) := by
    rw [Matrix.mul_smul, Matrix.smul_mul, smul_sub, Matrix.mul_one, Matrix.one_mul]
  rw [h, map_smul, map_sub, expect_mul_proj_mul, expect_mul_proj_mul,
    mul_comm, sub_self, smul_zero]
```

Without Hermiticity the equivalence fails. Let H have rows (0,1) and (0,0), and let ψ = (0,1). Then ⟨[H,K]⟩ = −K₂₁, so the allowed K are diagonal and commute, yet Hψ = (1,0) is not a multiple of ψ.

## Unit ψ: the defect is an energy variance

With K = [iH,iP] = PH − HP,

[H,K] = 2HPH − H²P − PH²,

⟨[H,K]⟩ = 2⟨H⟩² − 2⟨H²⟩⟨1⟩ = −2(⟨H²⟩ − ⟨H⟩²).

The last equality uses ⟨1⟩ = 1, which is `h1` in the proof; `noncomm_ring` expands the double commutator.

```lean
/-- For a unit vector `ψ`, the commutator of `iH` and `i|ψ⟩⟨ψ|`, used as a generator `K`,
gives `⟨ψ, [H, K] ψ⟩` equal to minus twice the energy variance. -/
theorem brillouin_defect (H : Matrix n n ℂ) {ψ : n → ℂ} (hψ : star ψ ⬝ᵥ ψ = 1) :
    let K := (Complex.I • H) * (Complex.I • proj ψ) - (Complex.I • proj ψ) * (Complex.I • H)
    expect ψ (H * K - K * H) = -2 * energyVariance H ψ := by
  intro K
  have hK : K = proj ψ * H - H * proj ψ := commutator_I_smul H (proj ψ)
  have h1 : expect ψ 1 = 1 := by
    change star ψ ⬝ᵥ ((1 : Matrix n n ℂ) *ᵥ ψ) = 1
    rw [Matrix.one_mulVec, hψ]
  -- every term of the double commutator contains the projector once
  have h : H * K - K * H = (H * proj ψ * H + H * proj ψ * H)
      - (H * H) * proj ψ * 1 - 1 * proj ψ * (H * H) := by
    rw [hK]; noncomm_ring
  rw [h, map_sub, map_sub, map_add, expect_mul_proj_mul, expect_mul_proj_mul,
    expect_mul_proj_mul, h1, energyVariance]
  ring
```

If the variance vanishes, set e = ⟨H⟩, which is real. Then

‖(H − e)ψ‖² = ⟨H²⟩ − 2e² + e² = ⟨H²⟩ − ⟨H⟩² = 0,

so Hψ = eψ. In Lean, `h0` is this expansion, `hn` rewrites it as a squared norm, and `dotProduct_star_self_eq_zero` concludes that the vector is zero.

```lean
/-- If the energy variance of a unit vector vanishes, the vector is an eigenvector of the
Hermitian operator `H`, with a real eigenvalue. -/
theorem eigenvector_of_variance_zero {H : Matrix n n ℂ} (hH : Hᴴ = H) {ψ : n → ℂ}
    (hψ : star ψ ⬝ᵥ ψ = 1) (hv : energyVariance H ψ = 0) :
    ∃ E : ℝ, H *ᵥ ψ = (E : ℂ) • ψ := by
  obtain ⟨e, he⟩ : ∃ e, e = expect ψ H := ⟨_, rfl⟩
  have hs : star e = e := by rw [he, star_expect, hH]
  have h1 : expect ψ 1 = 1 := by
    change star ψ ⬝ᵥ ((1 : Matrix n n ℂ) *ᵥ ψ) = 1
    rw [Matrix.one_mulVec, hψ]
  have hA : (H - e • (1 : Matrix n n ℂ))ᴴ = H - e • (1 : Matrix n n ℂ) := by
    rw [conjTranspose_sub, conjTranspose_smul, conjTranspose_one, hH, hs]
  have hsq : (H - e • (1 : Matrix n n ℂ)) * (H - e • (1 : Matrix n n ℂ))
      = H * H - e • H - e • H + (e * e) • (1 : Matrix n n ℂ) := by
    simp only [sub_mul, mul_sub, Matrix.smul_mul, Matrix.mul_smul, Matrix.one_mul,
      Matrix.mul_one, smul_smul]
    abel
  -- the variance is the squared norm of (H - e) ψ
  have h0 : expect ψ ((H - e • (1 : Matrix n n ℂ)) * (H - e • (1 : Matrix n n ℂ))) = 0 := by
    rw [hsq, map_add, map_sub, map_sub, map_smul, map_smul, h1, ← he]
    rw [energyVariance, ← he] at hv
    simp only [smul_eq_mul]
    linear_combination hv
  have hn : star ((H - e • (1 : Matrix n n ℂ)) *ᵥ ψ)
      ⬝ᵥ ((H - e • (1 : Matrix n n ℂ)) *ᵥ ψ) = 0 := by
    rw [Matrix.star_mulVec, hA, ← Matrix.dotProduct_mulVec, Matrix.mulVec_mulVec]
    exact h0
  have hz : (H - e • (1 : Matrix n n ℂ)) *ᵥ ψ = 0 :=
    dotProduct_star_self_eq_zero.mp hn
  refine ⟨e.re, ?_⟩
  have hre : (e.re : ℂ) = e := Complex.conj_eq_iff_re.mp hs
  rw [hre]
  rw [Matrix.sub_mulVec, Matrix.smul_mulVec, Matrix.one_mulVec] at hz
  exact sub_eq_zero.mp hz
```

Without normalisation this step fails: H = diag(1,0) and ψ = (1,1) give ⟨H²⟩ − ⟨H⟩² = 1 − 1 = 0, but ψ is not an eigenvector.

## Closure or an eigenvector: the two sides of the equivalence

Suppose Hψ = Eψ with E real. Then ⟨MH⟩ = E⟨M⟩ for every M, and taking adjoints gives ⟨HM⟩ = E⟨M⟩, so ⟨[H,M]⟩ = 0. These are `hr` and `hl`.

```lean
/-- In an eigenvector of a Hermitian `H`, the expectation value of `[H, M]` vanishes for
every operator `M`. -/
theorem expect_commutator_eigenvector {H : Matrix n n ℂ} (hH : Hᴴ = H) {ψ : n → ℂ} {E : ℝ}
    (hE : H *ᵥ ψ = (E : ℂ) • ψ) (M : Matrix n n ℂ) :
    expect ψ (H * M - M * H) = 0 := by
  have hr : ∀ A : Matrix n n ℂ, expect ψ (A * H) = (E : ℂ) * expect ψ A := by
    intro A
    change star ψ ⬝ᵥ ((A * H) *ᵥ ψ) = (E : ℂ) * (star ψ ⬝ᵥ (A *ᵥ ψ))
    rw [← Matrix.mulVec_mulVec, hE, Matrix.mulVec_smul, dotProduct_smul, smul_eq_mul]
  -- the action of H to the left follows by taking adjoints
  have hl : expect ψ (H * M) = (E : ℂ) * expect ψ M := by
    have h := star_expect ψ (Mᴴ * H)
    rw [conjTranspose_mul, conjTranspose_conjTranspose, hH, hr, star_mul', star_expect,
      conjTranspose_conjTranspose] at h
    rw [← h]
    simp
  rw [map_sub, hl, hr, sub_self]
```

Moreover, for anti-Hermitian K and L,

[K,L]† = L†K† − K†L† = LK − KL = −[K,L],

so closure holds. Conversely, closure applied to iH and iP makes −2 times the variance zero, and ψ is an eigenvector. The two branches of the proof follow these arguments.

```lean
/-- For a Hermitian `H` and a unit vector `ψ`, the generators satisfying the Brillouin
condition are closed under commutators if and only if `ψ` is an eigenvector of `H`. -/
theorem brillouin_closed_iff_eigenvector {H : Matrix n n ℂ} (hH : Hᴴ = H) {ψ : n → ℂ}
    (hψ : star ψ ⬝ᵥ ψ = 1) :
    (∀ K ∈ brillouinSpace H ψ, ∀ L ∈ brillouinSpace H ψ,
      K * L - L * K ∈ brillouinSpace H ψ) ↔ ∃ E : ℝ, H *ᵥ ψ = (E : ℂ) • ψ := by
  constructor
  · intro hc
    obtain ⟨h1, h2⟩ := two_brillouin_generators hH ψ
    have h := (mem_brillouinSpace.1 (hc _ h1 _ h2)).2
    have hd := brillouin_defect H hψ
    apply eigenvector_of_variance_zero hH hψ
    have h3 : -2 * energyVariance H ψ = 0 := hd.symm.trans h
    linear_combination (-1 / 2 : ℂ) * h3
  · rintro ⟨E, hE⟩ K hK L hL
    refine mem_brillouinSpace.2 ⟨?_, expect_commutator_eigenvector hH hE _⟩
    rw [conjTranspose_sub, conjTranspose_mul, conjTranspose_mul,
      (mem_brillouinSpace.1 hK).1, (mem_brillouinSpace.1 hL).1]
    noncomm_ring
```

If the unit vector ψ is not an eigenvector of H, the energy is stationary along iH and along iP but not along their commutator, where its derivative is −2 times the variance. The equivalence does not carry over to a restricted set such as one-body orbital rotations: a Hartree–Fock determinant can be stationary under all of them without being an eigenstate.

## The two-level matrices in Lean

`pauli_counterexample` takes iσ_x from the general lemma and evaluates the other two expectation values by explicit matrix entries.

```lean
/-- The Pauli matrix `σ_x`. -/
def σx : Matrix (Fin 2) (Fin 2) ℂ := !![0, 1; 1, 0]

/-- The Pauli matrix `σ_z`. -/
def σz : Matrix (Fin 2) (Fin 2) ℂ := !![1, 0; 0, -1]

/-- For `H = σ_x` and `ψ = (1, 0)`, both `iσ_x` and `iσ_z` satisfy the Brillouin condition,
while their commutator, used as a generator `K`, gives `⟨ψ, [H, K] ψ⟩ = -4`. -/
theorem pauli_counterexample :
    Complex.I • σx ∈ brillouinSpace σx ![1, 0] ∧
    Complex.I • σz ∈ brillouinSpace σx ![1, 0] ∧
    (let K := (Complex.I • σx) * (Complex.I • σz) - (Complex.I • σz) * (Complex.I • σx)
     expect ![1, 0] (σx * K - K * σx) = -4) := by
  have hx : σxᴴ = σx := by
    ext i j
    fin_cases i <;> fin_cases j <;> simp [σx]
  have hz : σzᴴ = σz := by
    ext i j
    fin_cases i <;> fin_cases j <;> simp [σz]
  refine ⟨(two_brillouin_generators hx _).1, mem_brillouinSpace.2 ⟨?_, ?_⟩, ?_⟩
  · rw [conjTranspose_smul, hz]
    simp
  · simp [expect, σx, σz, Matrix.mulVec, dotProduct, Fin.sum_univ_two]
  · intro K
    have hK : K = σz * σx - σx * σz := commutator_I_smul σx σz
    rw [hK]
    norm_num [expect, σx, σz, Matrix.mulVec, dotProduct, Fin.sum_univ_two, Matrix.mul_apply]

end

end BrillouinLieClosure
```

```lean
#print axioms BrillouinLieClosure.brillouin_closed_iff_eigenvector
#print axioms BrillouinLieClosure.pauli_counterexample
```

```
'BrillouinLieClosure.brillouin_closed_iff_eigenvector' depends on axioms: [propext, Classical.choice, Quot.sound]
'BrillouinLieClosure.pauli_counterexample' depends on axioms: [propext, Classical.choice, Quot.sound]
```
